# Symmetric kernels solving the same Dyson equation differ by g_i + g_j when only constant potentials give no response

Before two symmetric static kernels on the same finite set of sites are compared element by element, both can be centred: from each element, subtract the mean of its row and the mean of its column, then add the mean of all elements. If constant potentials are the only ones that produce no density change, in the Kohn–Sham system and in the interacting one, this step leaves the Dyson equation satisfied and removes exactly the part of the kernel that the equation does not determine.

## The kernel changes that the Dyson equation cannot see

Let the sites be i = 1, …, n. A potential v changes the density by χs v in the Kohn–Sham system and by χ v in the interacting system. Both matrices are real and symmetric, and each annihilates the constant vectors and no others. The kernel f (Hartree plus exchange-correlation) satisfies

χ = χs + χs f χ.

Let f' be another kernel and D = f' − f. Since χs f χ = χ − χs, the kernel f' solves the equation exactly when χs f' χ = χs f χ, that is, when

χs D χ = 0.

Suppose first that D_ij = a_i + b_j. Because χ is symmetric and annihilates constants, its columns sum to zero, so

(Dχ)_km = a_k Σ_j χ_jm + Σ_j b_j χ_jm = Σ_j b_j χ_jm.

This does not depend on k. Each column of Dχ is a constant potential, and χs annihilates it.

Conversely, let χs D χ = 0. Then each column of Dχ is constant, so for any sites i and k

Σ_j (D_ij − D_kj) χ_jm = 0 for every m.

By the symmetry of χ, the difference of rows i and k is a potential without response, hence constant:

D_ij − D_kj = D_il − D_kl for all j, l.

If f and f' are symmetric, so is D. Setting k = j and l = i gives

2 D_ij = D_ii + D_jj,

so D_ij = g_i + g_j with g_i = D_ii/2. Without symmetry, setting k = l = o for a fixed site o gives D_ij = D_io + (D_oj − D_oo), which has the form a_i + b_j.

## Zero row sums select one symmetric kernel

Let J be the matrix of ones. If (χ + J)v = 0, then (χv)_i + Σ_j v_j = 0 for every i. Summing over i removes the first term, so Σ_j v_j = 0. Hence χv = 0, v is a constant c, and nc = 0 gives v = 0. So χ + J is invertible, and likewise χs + J.

From (χ + J)J = nJ follows (χ + J)⁻¹J = J/n, and therefore (χ + J)⁻¹χ = 1 − J/n. Transposing the same identity for χs gives χs(χs + J)⁻¹ = 1 − J/n. Define

f_c = (χs + J)⁻¹ − (χ + J)⁻¹.

Since Jχ = 0 and χs J = 0,

χs f_c χ = (1 − J/n)χ − χs(1 − J/n) = χ − χs.

Thus f_c solves the Dyson equation. It is symmetric, and f_c J = J/n − J/n = 0 says that its rows sum to zero. Any other symmetric solution with zero row sums differs from it by g_i + g_j with n g_i + Σ_j g_j = 0. Summing over i gives Σ_j g_j = 0, and then g = 0.

Let f be any symmetric solution of the Dyson equation, with row sums r_i and total R. Centring it subtracts g_i + g_j with g_i = r_i/n − R/(2n²). The result still solves the equation and has zero row sums, so it is f_c.

## Response matrices and the Dyson equation in Lean

The sites form a finite type `ι`, and a kernel or response is a real matrix indexed by it.

```lean
import Mathlib

open Matrix

namespace KernelNonuniqueness

variable {ι : Type*} [Fintype ι]
```

`IsResponse` collects the two assumptions on a response matrix. In `null`, the product `χ *ᵥ v` is the density change caused by `v`. One direction says that a uniform shift of the potential moves no charge, as holds at fixed particle number. The other says that the density response determines the potential up to such a shift; it is assumed here, not derived from a Hamiltonian, and it excludes systems of disconnected fragments whose potentials can be shifted separately. No sign condition is imposed.

```lean
/-- A static density response matrix: symmetric, and a potential produces no density change
exactly when it is constant. -/
structure IsResponse (χ : Matrix ι ι ℝ) : Prop where
  symm : χᵀ = χ
  null : ∀ v : ι → ℝ, χ *ᵥ v = 0 ↔ ∃ c : ℝ, ∀ i, v i = c
```

`Dyson` is the matrix equation itself, with χs on the left of the kernel and χ on the right. The model is static and discrete: frequency dependence and continuous space are not treated.

```lean
/-- The Dyson equation linking the Kohn-Sham response `χs`, the interacting response `χ`
and the kernel `f`. -/
def Dyson (χs χ f : Matrix ι ι ℝ) : Prop := χ = χs + χs * f * χ
```

The first lemma turns the null-space condition for the constant vector into vanishing column sums, using symmetry.

```lean
variable {χs χ f f' D : Matrix ι ι ℝ}

/-- Each column of a response matrix sums to zero. -/
theorem IsResponse.col_sum (h : IsResponse χ) (j : ι) : ∑ i, χ i j = 0 := by
  have h1 := congrFun ((h.null (fun _ => 1)).2 ⟨1, fun _ => rfl⟩) j
  have h2 : ∑ i, χ j i = 0 := by simpa [Matrix.mulVec, dotProduct] using h1
  rw [← h2]
  exact Finset.sum_congr rfl fun i _ => congrFun (congrFun h.symm j) i
```

## From a vanishing product to the form of the difference

`sandwich_eq_zero` is the first direction of the derivation. It supplies Σ_j b_j χ_jm as the constant value of column m of Dχ.

```lean
/-- A kernel change of the form `a i + b j` drops out between the two response matrices. -/
theorem sandwich_eq_zero (hs : IsResponse χs) (h : IsResponse χ) (a b : ι → ℝ)
    (hD : ∀ i j, D i j = a i + b j) : χs * D * χ = 0 := by
  rw [Matrix.mul_assoc]
  ext i m
  -- each column of `D * χ` is a constant potential
  have hc : χs *ᵥ (fun k => (D * χ) k m) = 0 :=
    (hs.null _).2 ⟨∑ j, b j * χ j m, fun k => by
      simp only [Matrix.mul_apply, hD, add_mul, Finset.sum_add_distrib, ← Finset.mul_sum,
        h.col_sum, mul_zero, zero_add]⟩
  exact congrFun hc i
```

The converse uses the null-space condition twice, first for χs on the columns of Dχ and then for χ on the difference of two rows of D.

```lean
/-- If a kernel change drops out between the two response matrices, any two of its rows differ
by a constant. -/
theorem rows_differ_by_constant (hs : IsResponse χs) (h : IsResponse χ)
    (hz : χs * D * χ = 0) (i j k l : ι) : D i j - D k j = D i l - D k l := by
  rw [Matrix.mul_assoc] at hz
  have hr : χ *ᵥ (fun j => D i j - D k j) = 0 := by
    funext m
    -- column `m` of `D * χ` is annihilated by `χs`, hence constant
    obtain ⟨c, hc⟩ := (hs.null (fun k => (D * χ) k m)).1
      (funext fun i => congrFun (congrFun hz i) m)
    have e : (D * χ) i m = (D * χ) k m := (hc i).trans (hc k).symm
    simp only [Matrix.mul_apply] at e
    show _ = (0 : ℝ)
    calc (χ *ᵥ fun j => D i j - D k j) m = ∑ j, (D i j * χ j m - D k j * χ j m) := by
          simp only [Matrix.mulVec, dotProduct]
          refine Finset.sum_congr rfl fun j _ => ?_
          have hsym : χ j m = χ m j := congrFun (congrFun h.symm m) j
          rw [hsym]
          ring
      _ = 0 := by rw [Finset.sum_sub_distrib, e, sub_self]
  obtain ⟨c, hc⟩ := (h.null _).1 hr
  have h1 : D i j - D k j = c := hc j
  have h2 : D i l - D k l = c := hc l
  rw [h1, h2]
```

The next lemma subtracts the two Dyson equations. It needs no property of the response matrices.

```lean
/-- Given one kernel solving the Dyson equation, another solves it exactly when their difference
drops out between the two response matrices. -/
theorem dyson_iff_sandwich (hd : Dyson χs χ f) :
    Dyson χs χ f' ↔ χs * (f' - f) * χ = 0 := by
  unfold Dyson at hd ⊢
  rw [Matrix.mul_sub, Matrix.sub_mul, sub_eq_zero]
  constructor
  · intro h'
    exact add_left_cancel (h'.symm.trans hd)
  · intro h'
    rw [h']
    exact hd
```

The main theorem takes two response matrices, two symmetric kernels and the Dyson equation for `f`. It states that `f'` solves the equation if and only if `f' i j - f i j = g i + g j` for some `g`. The forward proof applies the row lemma at `i j j i`, and `linarith` finishes with the two symmetry relations.

```lean
/-- Kernel non-uniqueness: a symmetric kernel `f'` solves the same Dyson equation as the symmetric
kernel `f` if and only if they differ by `g i + g j` for some vector `g`. -/
theorem kernel_nonuniqueness (hs : IsResponse χs) (h : IsResponse χ)
    (hf : fᵀ = f) (hf' : f'ᵀ = f') (hd : Dyson χs χ f) :
    Dyson χs χ f' ↔ ∃ g : ι → ℝ, ∀ i j, f' i j - f i j = g i + g j := by
  rw [dyson_iff_sandwich hd]
  constructor
  · intro hz
    -- the vector `g` is half the diagonal of the difference
    refine ⟨fun i => (f' i i - f i i) / 2, fun i j => ?_⟩
    have r := rows_differ_by_constant hs h hz i j j i
    simp only [Matrix.sub_apply] at r
    have s1 : f j i = f i j := congrFun (congrFun hf i) j
    have s2 : f' j i = f' i j := congrFun (congrFun hf' i) j
    show _ = (f' i i - f i i) / 2 + (f' j j - f j j) / 2
    linarith
  · rintro ⟨g, hg⟩
    exact sandwich_eq_zero hs h g g hg
```

The version without symmetry picks a reference site `o`, as in the derivation; with no sites there is nothing to check.

```lean
/-- Without any symmetry requirement on the kernels: given one kernel `f` solving the Dyson
equation, another kernel `f'` solves it exactly when `f' - f` has the form `a i + b j`. -/
theorem kernel_nonuniqueness_general (hs : IsResponse χs) (h : IsResponse χ)
    (hd : Dyson χs χ f) :
    Dyson χs χ f' ↔ ∃ a b : ι → ℝ, ∀ i j, f' i j - f i j = a i + b j := by
  rw [dyson_iff_sandwich hd]
  constructor
  · intro hz
    rcases isEmpty_or_nonempty ι with he | ⟨⟨o⟩⟩
    · exact ⟨0, 0, fun i => isEmptyElim i⟩
    · refine ⟨fun i => (f' - f) i o, fun j => (f' - f) o j - (f' - f) o o, fun i j => ?_⟩
      have r := rows_differ_by_constant hs h hz i j o o
      simp only [Matrix.sub_apply] at r ⊢
      linarith
  · rintro ⟨a, b, hab⟩
    exact sandwich_eq_zero hs h a b hab
```

## The centred kernel in Lean

`uniform` is J, and `canonicalKernel` is f_c.

```lean
/-- The matrix with all entries equal to one. -/
def uniform : Matrix ι ι ℝ := Matrix.of fun _ _ => 1

variable [DecidableEq ι]

/-- The difference of the inverse responses, each made invertible by adding the all-ones matrix;
meant for `χs` and `χ` that are response matrices on at least one site. -/
noncomputable def canonicalKernel (χs χ : Matrix ι ι ℝ) : Matrix ι ι ℝ :=
  (χs + uniform)⁻¹ - (χ + uniform)⁻¹
```

Invertibility is proved by contradiction: a zero determinant would give a nonzero `v` annihilated by χ + J, and the summation argument shows `v` to be zero. The two theorems in this section assume at least one site.

```lean
/-- Adding the all-ones matrix to a response matrix makes it invertible. -/
theorem IsResponse.isUnit_det [Nonempty ι] (h : IsResponse χ) :
    IsUnit (χ + uniform).det := by
  refine isUnit_iff_ne_zero.2 fun h0 => ?_
  obtain ⟨v, hv, hv0⟩ := Matrix.exists_mulVec_eq_zero_iff.2 h0
  have hN : (Fintype.card ι : ℝ) ≠ 0 := Nat.cast_ne_zero.2 Fintype.card_ne_zero
  have hi : ∀ i, (χ *ᵥ v) i + ∑ j, v j = 0 := fun i => by
    have t := congrFun hv0 i
    rw [Matrix.add_mulVec] at t
    simpa [uniform, Matrix.mulVec, dotProduct] using t
  have hsum : ∑ i, (χ *ᵥ v) i = 0 := by
    simp only [Matrix.mulVec, dotProduct]
    rw [Finset.sum_comm]
    exact Finset.sum_eq_zero fun j _ => by rw [← Finset.sum_mul, h.col_sum, zero_mul]
  -- summing over sites shows that `v` has zero total
  have hv1 : ∑ j, v j = 0 := by
    have t : ∑ i, ((χ *ᵥ v) i + ∑ j, v j) = 0 := Finset.sum_eq_zero fun i _ => hi i
    rw [Finset.sum_add_distrib, hsum, zero_add, Finset.sum_const, Finset.card_univ,
      nsmul_eq_mul] at t
    exact (mul_eq_zero.1 t).resolve_left hN
  obtain ⟨c, hc⟩ := (h.null v).1 (funext fun i => by
    have t := hi i
    rw [hv1, add_zero] at t
    exact t)
  simp only [hc, Finset.sum_const, Finset.card_univ, nsmul_eq_mul] at hv1
  exact hv (funext fun i => (hc i).trans ((mul_eq_zero.1 hv1).resolve_left hN))
```

The equivalence below says that f_c has the three properties and that no other kernel has them. In the proof, `hinv` is (X + J)⁻¹J = J/n, while `e2` and `e1` are the two products equal to 1 − J/n. The facts `cs`, `cd` and `cr` give symmetry, the Dyson equation and zero row sums. The last part applies the main theorem and shows that `g` vanishes.

```lean
/-- Fixing the freedom: the canonical kernel is the one and only symmetric solution of the Dyson
equation whose rows sum to zero. -/
theorem canonicalKernel_unique [Nonempty ι] (hs : IsResponse χs) (h : IsResponse χ) :
    (fᵀ = f ∧ Dyson χs χ f ∧ ∀ i, ∑ j, f i j = 0) ↔ f = canonicalKernel χs χ := by
  have hN : (Fintype.card ι : ℝ) ≠ 0 := Nat.cast_ne_zero.2 Fintype.card_ne_zero
  have hJt : (uniform : Matrix ι ι ℝ)ᵀ = uniform := rfl
  have hJJ : (uniform : Matrix ι ι ℝ) * uniform = (Fintype.card ι : ℝ) • uniform := by
    ext i j
    simp [uniform, Matrix.mul_apply]
  have hl : ∀ {X : Matrix ι ι ℝ}, IsResponse X → uniform * X = 0 := fun {X} hX => by
    ext i j
    simpa [uniform, Matrix.mul_apply] using hX.col_sum j
  have hr : ∀ {X : Matrix ι ι ℝ}, IsResponse X → X * uniform = 0 := fun {X} hX => by
    have t := congrArg Matrix.transpose (hl hX)
    rwa [Matrix.transpose_mul, hX.symm, hJt, Matrix.transpose_zero] at t
  -- the shifted inverse acts on the uniform matrix as division by the number of sites
  have hinv : ∀ {X : Matrix ι ι ℝ}, IsResponse X →
      (X + uniform)⁻¹ * uniform = (Fintype.card ι : ℝ)⁻¹ • uniform := fun {X} hX => by
    have t : (X + uniform) * ((Fintype.card ι : ℝ)⁻¹ • uniform) = uniform := by
      rw [Matrix.mul_smul, Matrix.add_mul, hr hX, zero_add, hJJ, smul_smul,
        inv_mul_cancel₀ hN, one_smul]
    calc (X + uniform)⁻¹ * uniform
        = (X + uniform)⁻¹ * ((X + uniform) * ((Fintype.card ι : ℝ)⁻¹ • uniform)) := by rw [t]
      _ = _ := by rw [← Matrix.mul_assoc, Matrix.nonsing_inv_mul _ hX.isUnit_det, Matrix.one_mul]
  have hsymm : ∀ {X : Matrix ι ι ℝ}, IsResponse X →
      ((X + uniform)⁻¹)ᵀ = (X + uniform)⁻¹ := fun {X} hX => by
    rw [Matrix.transpose_nonsing_inv, Matrix.transpose_add, hX.symm, hJt]
  have e2 : ∀ {X : Matrix ι ι ℝ}, IsResponse X →
      (X + uniform)⁻¹ * X = 1 - (Fintype.card ι : ℝ)⁻¹ • uniform := fun {X} hX => by
    have t := Matrix.nonsing_inv_mul _ hX.isUnit_det
    rw [Matrix.mul_add, hinv hX] at t
    exact eq_sub_of_add_eq t
  have e1 : χs * (χs + uniform)⁻¹ = 1 - (Fintype.card ι : ℝ)⁻¹ • uniform := by
    have t := congrArg Matrix.transpose (e2 hs)
    rwa [Matrix.transpose_mul, hsymm hs, hs.symm, Matrix.transpose_sub, Matrix.transpose_one,
      Matrix.transpose_smul, hJt] at t
  have cs : (canonicalKernel χs χ)ᵀ = canonicalKernel χs χ := by
    unfold canonicalKernel
    rw [Matrix.transpose_sub, hsymm hs, hsymm h]
  have cd : Dyson χs χ (canonicalKernel χs χ) := by
    have t : χs * canonicalKernel χs χ * χ = χ - χs := by
      unfold canonicalKernel
      rw [Matrix.mul_sub, Matrix.sub_mul, Matrix.mul_assoc χs (χ + uniform)⁻¹ χ, e1, e2 h,
        Matrix.sub_mul, Matrix.mul_sub, Matrix.smul_mul, Matrix.mul_smul, hl h, hr hs]
      simp
    unfold Dyson
    rw [t]
    abel
  have cr : ∀ i, ∑ j, canonicalKernel χs χ i j = 0 := fun i => by
    have t : canonicalKernel χs χ * uniform = 0 := by
      unfold canonicalKernel
      rw [Matrix.sub_mul, hinv hs, hinv h, sub_self]
    simpa [uniform, Matrix.mul_apply] using congrFun (congrFun t i) i
  constructor
  · rintro ⟨fs, fd, fr⟩
    obtain ⟨g, hg⟩ := (kernel_nonuniqueness hs h cs fs cd).1 fd
    -- zero row sums force `g` to vanish
    have h1 : ∀ i, (Fintype.card ι : ℝ) * g i + ∑ j, g j = 0 := fun i => by
      have t : ∑ j, (f i j - canonicalKernel χs χ i j) = ∑ j, (g i + g j) :=
        Finset.sum_congr rfl fun j _ => hg i j
      rw [Finset.sum_sub_distrib, fr, cr, Finset.sum_add_distrib, Finset.sum_const,
        Finset.card_univ, nsmul_eq_mul] at t
      linarith
    have h2 : ∑ j, g j = 0 := by
      have t : ∑ i, ((Fintype.card ι : ℝ) * g i + ∑ j, g j) = 0 :=
        Finset.sum_eq_zero fun i _ => h1 i
      rw [Finset.sum_add_distrib, ← Finset.mul_sum, Finset.sum_const, Finset.card_univ,
        nsmul_eq_mul] at t
      have t' : (Fintype.card ι : ℝ) * ∑ j, g j = 0 := by linarith
      exact (mul_eq_zero.1 t').resolve_left hN
    have h3 : ∀ i, g i = 0 := fun i => by
      have t := h1 i
      rw [h2, add_zero] at t
      exact (mul_eq_zero.1 t).resolve_left hN
    ext i j
    have t := hg i j
    rw [h3, h3] at t
    linarith
  · rintro rfl
    exact ⟨cs, cd, cr⟩
```

## A diagonal and a non-diagonal kernel with the same response

A two-site family supplies concrete response matrices.

```lean
/-- The two-site matrix with diagonal `-a` and off-diagonal `a` is a response matrix
for nonzero `a`. -/
theorem twoSite_isResponse {a : ℝ} (ha : a ≠ 0) : IsResponse !![-a, a; a, -a] where
  symm := by
    ext i j
    fin_cases i <;> fin_cases j <;> rfl
  null v := by
    constructor
    · intro hv
      have h0 : -a * v 0 + a * v 1 = 0 := by
        simpa [Matrix.mulVec, dotProduct, Fin.sum_univ_two] using congrFun hv 0
      have h1 : a * (v 1 - v 0) = 0 := by linarith
      have h2 := (mul_eq_zero.1 h1).resolve_left ha
      refine ⟨v 0, fun i => ?_⟩
      fin_cases i
      · rfl
      · show v 1 = v 0
        linarith
    · rintro ⟨c, hc⟩
      funext i
      fin_cases i <;> simp [Matrix.mulVec, dotProduct, Fin.sum_univ_two, hc]
```

In the example, the diagonal kernel with entries 1/4 and the kernel with diagonal 1/8 and off-diagonal −1/8 solve the same equation. Their difference is −1/8 in every entry, so g_i = −1/16 on both sites. The second kernel has zero row sums and is therefore f_c. In this static two-site model, the response matrices alone do not decide whether the kernel is local.

```lean
/-- On two sites, a diagonal and a non-diagonal symmetric kernel solve the same Dyson equation. -/
theorem kernel_nonuniqueness_witness :
    IsResponse !![(-2 : ℝ), 2; 2, -2] ∧ IsResponse !![(-1 : ℝ), 1; 1, -1] ∧
    !![(1 / 4 : ℝ), 0; 0, 1 / 4]ᵀ = !![(1 / 4 : ℝ), 0; 0, 1 / 4] ∧
    !![(1 / 8 : ℝ), -1 / 8; -1 / 8, 1 / 8]ᵀ = !![(1 / 8 : ℝ), -1 / 8; -1 / 8, 1 / 8] ∧
    Dyson !![(-2 : ℝ), 2; 2, -2] !![-1, 1; 1, -1] !![1 / 4, 0; 0, 1 / 4] ∧
    Dyson !![(-2 : ℝ), 2; 2, -2] !![-1, 1; 1, -1] !![1 / 8, -1 / 8; -1 / 8, 1 / 8] := by
  refine ⟨twoSite_isResponse two_ne_zero, twoSite_isResponse one_ne_zero, ?_, ?_, ?_, ?_⟩
  · ext i j
    fin_cases i <;> fin_cases j <;> rfl
  · ext i j
    fin_cases i <;> fin_cases j <;> rfl
  · unfold Dyson
    ext i j
    fin_cases i <;> fin_cases j <;> norm_num [Matrix.mul_apply, Fin.sum_univ_two]
  · unfold Dyson
    ext i j
    fin_cases i <;> fin_cases j <;> norm_num [Matrix.mul_apply, Fin.sum_univ_two]

end KernelNonuniqueness
```

```lean
#print axioms KernelNonuniqueness.kernel_nonuniqueness
#print axioms KernelNonuniqueness.kernel_nonuniqueness_general
#print axioms KernelNonuniqueness.canonicalKernel_unique
```

```
'KernelNonuniqueness.kernel_nonuniqueness' depends on axioms: [propext, Classical.choice, Quot.sound]
'KernelNonuniqueness.kernel_nonuniqueness_general' depends on axioms: [propext, Classical.choice, Quot.sound]
'KernelNonuniqueness.canonicalKernel_unique' depends on axioms: [propext, Classical.choice, Quot.sound]
```
